# Quadratic error bounds for the Harris–Foulkes energy with a bounded bilinear interaction

A self-consistent calculation that is stopped early has two densities to offer: the input $x$, from which the potential was built, and the output $r$, obtained by solving the one-body problem in that potential. The Harris–Foulkes expression combines them into an estimate of the converged energy. How far off is it, if $x$ is still some distance from self-consistency?

Let the density data be vectors in a real normed space $V$. In the projector augmented-wave (PAW) method they are the smooth density together with the on-site occupancies. No finite dimension is assumed.

```lean
import Mathlib

open Filter Topology

namespace HarrisFoulkesError

noncomputable section

variable {V : Type*} [NormedAddCommGroup V] [NormedSpace ℝ V]
```

The energy of the data $n$ is
$$E(n)=T(n)+\tfrac12B(n,n).$$
The one-body energy $T$ is an arbitrary real function. It may be linear, as for density matrices in a fixed external potential, or a minimum over all orbitals that yield $n$. The interaction $B$ is bilinear, which Lean writes as a linear map into linear maps, so that `B x r` is $B(x,r)$. A Hartree energy has this form, and so does Fock exchange if the data are density matrices. The exchange–correlation functionals of the local-density and gradient approximations are not quadratic and do not fit into $B$.

```lean
/-- The energy `T(n) + B(n,n)/2` of the density data `n`, with one-body energy `T` and bilinear
interaction `B`. -/
def energy (T : V → ℝ) (B : V →ₗ[ℝ] V →ₗ[ℝ] ℝ) (n : V) : ℝ :=
  T n + B n n / 2
```

Let $K\subseteq V$ be the set of admissible data. An output of $x$ is a point $r\in K$ that minimises $T+B(x,\cdot)$ over $K$. It need not be unique, and it need not exist: the general bounds below assume the outputs that they use. A point $a$ is self-consistent if it is an output of itself, `IsOutput K T B a a`; it need not be the ground state.

```lean
/-- `r` is an output of the input `x`: it minimises, over the admissible set `K`, the energy
`T + B(x,·)` in the potential generated by `x`. -/
def IsOutput (K : Set V) (T : V → ℝ) (B : V →ₗ[ℝ] V →ₗ[ℝ] ℝ) (x r : V) : Prop :=
  r ∈ K ∧ ∀ m ∈ K, T r + B x r ≤ T m + B x m
```

The Harris–Foulkes value takes the energy of $r$ in the potential of $x$ and removes the double counting with the input alone:
$$H(x,r)=T(r)+B(x,r)-\tfrac12B(x,x).$$

```lean
/-- The Harris-Foulkes expression for input `x` and output `r`: the energy of `r` in the potential
of `x`, minus the double-counting term `B(x,x)/2`. -/
def harrisFoulkes (T : V → ℝ) (B : V →ₗ[ℝ] V →ₗ[ℝ] ℝ) (x r : V) : ℝ :=
  T r + B x r - B x x / 2
```

Throughout, $d=x-a$. Symmetry of $B$ is the hypothesis `hs`. The hypothesis `hM` says $|B(u,v)|\le M\|u\|\|v\|$, so $M$ is an upper bound on the strength of the interaction in the chosen norm.

## (a) An estimate from above

Let $B$ be symmetric, $a\in K$, and $r$ an output of $x$. Show that
$$H(x,r)-E(a)\le-\tfrac12B(d,d).$$

**Solution.** Since $r$ is a minimiser and $a$ is admissible, $T(r)+B(x,r)\le T(a)+B(x,a)$. Therefore
$$H(x,r)-E(a)\le B(x,a)-\tfrac12B(x,x)-\tfrac12B(a,a)=-\tfrac12B(d,d),$$
where the last step uses $B(x,a)=B(a,x)$. The point $a$ need not be self-consistent here.

In the code, `h` is the minimum tested with $a$ and `hxa` is the symmetry. `simp` expands the definitions and the differences, and `linarith` adds up the terms.

```lean
variable {K : Set V} {T : V → ℝ} {B : V →ₗ[ℝ] V →ₗ[ℝ] ℝ} {M L : ℝ} {a x r : V}

/-- For a symmetric interaction and any admissible `a`, the Harris-Foulkes value exceeds the
energy of `a` by at most `-B(x-a,x-a)/2`. -/
theorem harrisFoulkes_sub_le (hs : ∀ u v, B u v = B v u) (ha : a ∈ K)
    (hr : IsOutput K T B x r) :
    harrisFoulkes T B x r - energy T B a ≤ -(B (x - a) (x - a)) / 2 := by
  have h := hr.2 a ha
  have hxa := hs x a
  simp only [harrisFoulkes, energy, map_sub, LinearMap.sub_apply]
  linarith
```

## (b) An estimate from below

Now let $a$ be self-consistent and $r$ any admissible point. Show that
$$B(d,r-a)-\tfrac12B(d,d)\le H(x,r)-E(a).$$

**Solution.** This time the minimum at $a$ is tested with $r$, so $T(r)-T(a)\ge B(a,a)-B(a,r)$. Inserting this gives
$$H(x,r)-E(a)\ge B(d,r)-\tfrac12B(x,x)+\tfrac12B(a,a).$$
By symmetry, $\tfrac12B(x,x)-\tfrac12B(a,a)=B(d,a)+\tfrac12B(d,d)$, and the right-hand side becomes the one required. The Lean proof is that of (a) with the two roles exchanged.

```lean
/-- For a symmetric interaction, a self-consistent `a` and any admissible `r`, the Harris-Foulkes
value minus the energy of `a` is at least `B(x-a,r-a) - B(x-a,x-a)/2`. -/
theorem le_harrisFoulkes_sub (hs : ∀ u v, B u v = B v u) (ha : IsOutput K T B a a)
    (hr : r ∈ K) :
    B (x - a) (r - a) - B (x - a) (x - a) / 2 ≤ harrisFoulkes T B x r - energy T B a := by
  have h := ha.2 r hr
  have hxa := hs x a
  simp only [harrisFoulkes, energy, map_sub, LinearMap.sub_apply]
  linarith
```

## (c) The sign of the interaction bound

No sign was assumed for $M$. Show that `hM` alone implies, for every $d\in V$,
$$0\le M\|d\|.$$

**Solution.** If $\|d\|=0$, the product is zero. If $\|d\|>0$, then $0\le|B(d,d)|\le M\|d\|^2$, and division by $\|d\|$ gives the claim. Lean makes the same case distinction with `rcases` and treats the second case by contradiction. In the space $V=\{0\}$ a negative $M$ is possible, and the statement still holds.

```lean
/-- If `M` bounds the interaction, then `M‖d‖ ≥ 0` for every `d`. -/
theorem bound_mul_norm_nonneg (hM : ∀ u v, |B u v| ≤ M * ‖u‖ * ‖v‖) (d : V) :
    0 ≤ M * ‖d‖ := by
  rcases (norm_nonneg d).eq_or_lt with h | h
  · rw [← h, mul_zero]
  · by_contra hneg
    have h1 := mul_neg_of_neg_of_pos (not_le.mp hneg) h
    linarith [hM d d, abs_nonneg (B d d)]
```

## (d) The error for a single input

Let $B$ be symmetric and bounded by $M$, let $a$ be self-consistent, and let the output $r$ of $x$ satisfy $\|r-a\|\le L\|x-a\|$. The number $L$ stands for the response of the electrons: how much an error in the input density is amplified or damped in the output. It is assumed, not computed from a band gap or a susceptibility. Show that
$$|H(x,r)-E(a)|\le M\left(L+\tfrac12\right)\|x-a\|^2.$$

**Solution.** By (c) and the response bound,
$$|B(d,r-a)|\le M\|d\|\,\|r-a\|\le ML\|d\|^2,\qquad |B(d,d)|\le M\|d\|^2.$$
Part (b) then gives $H(x,r)-E(a)\ge-ML\|d\|^2-\tfrac12M\|d\|^2$. Part (a) gives $H(x,r)-E(a)\le\tfrac12M\|d\|^2$. This is within the claimed bound, because $ML\|d\|^2$ is the product of $M\|d\|\ge0$ and $L\|d\|\ge\|r-a\|\ge0$.

For a numerical instance, take $V=K=\mathbb R$, $T(n)=n^2$ and $B(u,v)=uv$, so $M=1$. The output of $x$ minimises $m^2+xm$ and is $r=-x/2$; hence $a=0$ and $L=\tfrac12$. For $x=0.2$ we get $r=-0.1$ and
$$H=0.01-0.02-0.02=-0.03,\qquad E(0)=0.$$
The error is $0.03$ and the bound is $0.04$.

For energies read off during a self-consistency cycle with a quadratic interaction, this means that halving the input error divides the bound by four, provided that the same $L$ serves for both inputs.

In the code, `h1` and `h2` are the two estimates of $B$, `h3` is the sign of $ML\|d\|^2$, and `nlinarith` closes the two sides of the absolute value.

```lean
/-- **Harris-Foulkes error.** Let the interaction be symmetric and bounded by `M`, let `a` be
self-consistent, and let the output `r` of `x` satisfy `‖r-a‖ ≤ L‖x-a‖`. Then the Harris-Foulkes
value differs from the energy of `a` by at most `M(L+1/2)‖x-a‖²`. -/
theorem harrisFoulkes_error (hs : ∀ u v, B u v = B v u)
    (hM : ∀ u v, |B u v| ≤ M * ‖u‖ * ‖v‖) (ha : IsOutput K T B a a)
    (hr : IsOutput K T B x r) (hL : ‖r - a‖ ≤ L * ‖x - a‖) :
    |harrisFoulkes T B x r - energy T B a| ≤ M * (L + 1 / 2) * ‖x - a‖ ^ 2 := by
  have hp := bound_mul_norm_nonneg hM (x - a)
  have hup := harrisFoulkes_sub_le hs ha.1 hr
  have hlo := le_harrisFoulkes_sub (x := x) hs ha hr.1
  have h1 := abs_le.mp ((hM (x - a) (r - a)).trans (mul_le_mul_of_nonneg_left hL hp))
  have h2 := abs_le.mp (hM (x - a) (x - a))
  have h3 := mul_nonneg hp ((norm_nonneg _).trans hL)
  rw [abs_le]
  constructor <;> nlinarith [h1.1, h2.1, h2.2]
```

## (e) A model that attains the constant

Let $M,L\ge0$. On the real line take $T=0$, $B(u,v)=Muv$ and $K=[-L,L]$. Show that $0$ is self-consistent, that $-L$ is an output of the input $1$, that the response bound holds with equality, and that
$$|H(1,-L)-E(0)|=M\left(L+\tfrac12\right)\|1-0\|^2.$$

**Solution.** For input $0$ the function to be minimised vanishes, so $0$ is an output of itself. For input $1$ it is $Mm$, which is smallest on $[-L,L]$ at $m=-L$. Clearly $|-L-0|=L\,|1-0|$. Finally $H(1,-L)=-ML-\tfrac12M$ and $E(0)=0$. The four parts of the Lean statement are these four claims, in this order. For $L<1$ the input $1$ lies outside $K$, which the definition of an output allows.

The same model shows what the response bound is for. Take $M=1$, $K=[-1,1]$ and a small input $\varepsilon>0$. Its output is $-1$, however small $\varepsilon$ is, so no single $L$ serves for all inputs. The error is $\varepsilon+\varepsilon^2/2$, which is of first order. Without a response bound common to all inputs, then, a quadratic estimate with a fixed constant can fail.

```lean
/-- For `M, L ≥ 0` the constant `M(L+1/2)` is attained: on the line, with `T = 0`, interaction
`M u v` and admissible set `[-L, L]`, the point `0` is self-consistent, the input `1` has `-L` as an
output, the response bound holds with equality, and so does the error bound. -/
theorem harrisFoulkes_error_sharp (hM : 0 ≤ M) (hL : 0 ≤ L) :
    let B := M • LinearMap.mul ℝ ℝ
    let K := Set.Icc (-L) L
    IsOutput K (fun _ => 0) B 0 0 ∧ IsOutput K (fun _ => 0) B 1 (-L) ∧
      ‖-L - 0‖ = L * ‖(1 : ℝ) - 0‖ ∧
      |harrisFoulkes (fun _ => 0) B 1 (-L) - energy (fun _ => 0) B 0|
        = M * (L + 1 / 2) * ‖(1 : ℝ) - 0‖ ^ 2 := by
  intro B K
  have hB : ∀ u v : ℝ, B u v = M * (u * v) := fun u v => rfl
  refine ⟨⟨⟨by linarith, hL⟩, fun m _ => ?_⟩, ⟨⟨le_refl _, by linarith⟩, fun m hm => ?_⟩, ?_, ?_⟩
  · simp only [hB]
    linarith
  · simp only [hB]
    nlinarith [mul_le_mul_of_nonneg_left hm.1 hM]
  · rw [sub_zero, sub_zero, norm_neg, norm_one, mul_one, Real.norm_of_nonneg hL]
  · simp only [harrisFoulkes, energy, hB, sub_zero, norm_one]
    have h : 0 + M * (1 * -L) - M * (1 * 1) / 2 - (0 + M * (0 * 0) / 2)
        = -(M * (L + 1 / 2)) := by ring
    rw [h, abs_neg, abs_of_nonneg (by positivity)]
    ring
```

## (f) Adding up small drops

Let $f$ be a real function and $c$ a real number such that $f(s)-(t-s)\,t\,c\le f(t)$ whenever $0\le s\le t\le1$. Show that
$$f(0)-\tfrac c2\le f(1).$$

**Solution.** A single step from $0$ to $1$ gives $f(0)-c\le f(1)$, which is too weak if $c>0$. Cut the interval into $n+1$ steps of length $h=1/(n+1)$ instead. The step from $kh$ to $(k+1)h$ costs at most $(k+1)h^2c$, so by induction
$$f(kh)\ge f(0)-\tfrac c2\,k(k+1)h^2.$$
At $k=n+1$ we have $(n+1)(n+2)h^2=1+h$, hence $f(1)\ge f(0)-\tfrac c2-\tfrac c2h$. Letting $n\to\infty$ removes the last term. Neither continuity of $f$ nor a sign of $c$ is needed.

In Lean, `step` is the induction, `h5` the identity for $1+h$, and `le_of_tendsto'` the passage to the limit.

```lean
/-- If a function on `[0,1]` drops by at most `(t-s) t c` between any `s ≤ t`, its total drop is
at most `c/2`. -/
theorem total_drop_le {f : ℝ → ℝ} {c : ℝ}
    (hf : ∀ s t, 0 ≤ s → s ≤ t → t ≤ 1 → f s - (t - s) * t * c ≤ f t) :
    f 0 - c / 2 ≤ f 1 := by
  -- add up the drops over `n + 1` equal steps
  have hn : ∀ n : ℕ, f 0 - c / 2 - c / 2 * (1 / ((n : ℝ) + 1)) ≤ f 1 := by
    intro n
    obtain ⟨h, hh⟩ : ∃ h : ℝ, h = 1 / ((n : ℝ) + 1) := ⟨_, rfl⟩
    have h0 : 0 ≤ h := by rw [hh]; positivity
    have h1 : ((n : ℝ) + 1) * h = 1 := by rw [hh]; field_simp
    have step : ∀ k : ℕ, k ≤ n + 1 →
        f 0 - c * ((k : ℝ) * (k + 1)) / 2 * h ^ 2 ≤ f (k * h) := by
      intro k
      induction k with
      | zero => intro _; simp
      | succ k ih =>
        intro hk
        have hk' : (k : ℝ) + 1 ≤ (n : ℝ) + 1 := by exact_mod_cast hk
        have h2 := hf (k * h) (((k : ℝ) + 1) * h) (by positivity) (by linarith)
          ((mul_le_mul_of_nonneg_right hk' h0).trans h1.le)
        have h3 := ih (by omega)
        push_cast
        linarith
    have h4 := step (n + 1) le_rfl
    push_cast at h4
    rw [h1] at h4
    have h5 : ((n : ℝ) + 1) * (n + 1 + 1) * h ^ 2 = 1 + h := by
      linear_combination (((n : ℝ) + 1) * h + 1 + h) * h1
    rw [← hh]
    linear_combination h4 + c / 2 * h5
  -- refine the steps indefinitely
  have hlim := ((tendsto_one_div_add_atTop_nhds_zero_nat (𝕜 := ℝ)).const_mul (c / 2)).const_sub
    (f 0 - c / 2)
  rw [mul_zero, sub_zero] at hlim
  exact le_of_tendsto' hlim hn
```

## (g) A response bound along the whole segment

Let $B$ be symmetric and bounded by $M$. Suppose that every $y$ on the segment from $a$ to $x$ has an output $R(y)$ with $\|R(y)-a\|\le L\|y-a\|$. Show that
$$|H(x,R(x))-E(a)|\le\frac{M(L+1)}2\|x-a\|^2.$$

**Solution.** At $y=a$ the response bound forces $R(a)=a$, so $a$ is self-consistent. Write $y_t=a+td$ and $r_t=R(y_t)$, and define
$$f(t)=T(r_t)+B(y_t,r_t)-t\,B(d,a).$$
For $s\le t$, test the minimum at $y_s$ with $r_t$:
$$T(r_s)+B(y_s,r_s)\le T(r_t)+B(y_t,r_t)-(t-s)B(d,r_t).$$
Since $\|r_t-a\|\le Lt\|d\|$, it follows that
$$f(t)-f(s)\ge(t-s)B(d,r_t-a)\ge-(t-s)\,t\,ML\|d\|^2.$$
Part (f) with $c=ML\|d\|^2$ now yields
$$T(r_1)+B(x,r_1)\ge T(a)+B(a,a)+B(d,a)-\tfrac12ML\|d\|^2.$$
Subtract $\tfrac12B(x,x)+E(a)$ and use $B(x,x)=B(a,a)+2B(d,a)+B(d,d)$:
$$H(x,r_1)-E(a)\ge-\tfrac12ML\|d\|^2-\tfrac12B(d,d)\ge-\tfrac12M(L+1)\|d\|^2.$$
The upper side follows from (a), because $ML\|d\|^2\ge0$.

For $M,L>0$ this constant is smaller than the one in (d). In the numerical instance of (d), where $R(y)=-y/2$, it gives $0.75\cdot0.04=0.03$, which equals the error computed there.

The Lean proof replaces $x$ by $a+d$. `hRa` is $R(a)=a$, `key` applies (f) to the function $f$ above, and `hsq` is the expansion of $B(x,x)$.

```lean
/-- Let the interaction be symmetric and bounded by `M`. If every input `y` on the segment from `a`
to `x` has an output `R y` with `‖R y - a‖ ≤ L‖y-a‖`, the Harris-Foulkes error at `x` is at most
`M(L+1)/2 ‖x-a‖²`. -/
theorem harrisFoulkes_error_segment (hs : ∀ u v, B u v = B v u)
    (hM : ∀ u v, |B u v| ≤ M * ‖u‖ * ‖v‖) {R : V → V}
    (hR : ∀ y ∈ segment ℝ a x, IsOutput K T B y (R y))
    (hL : ∀ y ∈ segment ℝ a x, ‖R y - a‖ ≤ L * ‖y - a‖) :
    |harrisFoulkes T B x (R x) - energy T B a| ≤ M * (L + 1) / 2 * ‖x - a‖ ^ 2 := by
  obtain ⟨d, rfl⟩ : ∃ d, x = a + d := ⟨x - a, by abel⟩
  have hp := bound_mul_norm_nonneg hM d
  -- the response bound at `a` makes `a` self-consistent
  have hRa : R a = a := by
    have h := hL a (left_mem_segment ℝ a _)
    rw [sub_self a, norm_zero, mul_zero] at h
    exact sub_eq_zero.mp (norm_le_zero_iff.mp h)
  have haK : a ∈ K := by
    have h := (hR a (left_mem_segment ℝ a _)).1
    rwa [hRa] at h
  have hseg : ∀ t : ℝ, 0 ≤ t → t ≤ 1 → a + t • d ∈ segment ℝ a (a + d) := by
    intro t h0 h1
    rw [segment_eq_image']
    exact ⟨t, ⟨h0, h1⟩, by simp⟩
  have hlin : ∀ (t : ℝ) (q : V), B (a + t • d) q = B a q + t * B d q := by
    intro t q
    simp only [map_add, map_smul, LinearMap.add_apply, LinearMap.smul_apply, smul_eq_mul]
  -- by (f), the minimum minus `t B(d,a)` drops by at most `M L ‖d‖² / 2` from `t = 0` to `t = 1`
  have key := total_drop_le (c := M * ‖d‖ * (L * ‖d‖))
    (f := fun t => T (R (a + t • d)) + B (a + t • d) (R (a + t • d)) - t * B d a) (by
      intro s t h0 hst h1
      have ht := h0.trans hst
      have hmin := (hR _ (hseg s h0 (hst.trans h1))).2 _ (hR _ (hseg t ht h1)).1
      have hn := hL _ (hseg t ht h1)
      rw [add_sub_cancel_left, norm_smul, Real.norm_of_nonneg ht] at hn
      have hb := (abs_le.mp ((hM d (R (a + t • d) - a)).trans
        (mul_le_mul_of_nonneg_left hn hp))).1
      rw [map_sub] at hb
      have hb' := mul_le_mul_of_nonneg_left hb (sub_nonneg.mpr hst)
      rw [hlin s (R (a + t • d))] at hmin
      rw [hlin t (R (a + t • d))]
      linarith)
  simp only [zero_smul, one_smul, add_zero, hRa, zero_mul, one_mul, sub_zero] at key
  have hup := harrisFoulkes_sub_le hs haK (hR _ (right_mem_segment ℝ a _))
  have hd := abs_le.mp (hM d d)
  have hc : 0 ≤ M * ‖d‖ * (L * ‖d‖) := by
    have h := hL _ (right_mem_segment ℝ a (a + d))
    rw [add_sub_cancel_left] at h
    exact mul_nonneg hp ((norm_nonneg _).trans h)
  have hsq : B (a + d) (a + d) = B a a + 2 * B d a + B d d := by
    simp only [map_add, LinearMap.add_apply]
    linarith [hs a d]
  rw [add_sub_cancel_left] at hup ⊢
  rw [abs_le]
  constructor
  · simp only [harrisFoulkes, energy, hsq]
    nlinarith [hd.2]
  · nlinarith [hd.1]

end

end HarrisFoulkesError
```

```lean
#print axioms HarrisFoulkesError.harrisFoulkes_error
#print axioms HarrisFoulkesError.harrisFoulkes_error_sharp
#print axioms HarrisFoulkesError.harrisFoulkes_error_segment
```

```
'HarrisFoulkesError.harrisFoulkes_error' depends on axioms: [propext, Classical.choice, Quot.sound]
'HarrisFoulkesError.harrisFoulkes_error_sharp' depends on axioms: [propext, Classical.choice, Quot.sound]
'HarrisFoulkesError.harrisFoulkes_error_segment' depends on axioms: [propext, Classical.choice, Quot.sound]
```
